# Half-filled Hückel chains with even N: binding energy 4N/π + 4/π − 2 in units of |β|, up to a vanishing remainder

Let E_N be the binding energy, relative to isolated sites with one electron each, of an open Hückel chain of N equivalent sites, N even, with two electrons in each of its N/2 lowest orbitals. In units of |β|, where β < 0 is the resonance integral between neighbouring sites,

E_N = 2/sin(π/(2N+2)) − 2

0 < E_N − 4N/π − (4/π − 2) ≤ π/(N+1)

The energy is thus a bulk term 4N/π, an end correction 4/π − 2 ≈ −0.727, and a positive remainder that vanishes as the chain grows. Cutting a long even chain into two long even chains lowers the total binding energy by an amount that tends to 2 − 4/π ≈ 0.727.

## Reference energies, extrapolation and fragment cuts

The closed form gives a reference value for a tight-binding routine at any even length: E_2 = 2 and E_4 = 2√5, for instance. A discrepancy beyond rounding shows that the routine is not computing this quantity; the matrix, the boundary condition, the occupation and the units are places to look.

A straight-line fit of open-chain energies against N assumes that the energy is a multiple of N plus a constant and a small remainder. For this non-interacting, equal-bond chain with even N that form holds with a known error bound. The energy per site E_N/N still carries the end correction divided by N, whereas the difference (E_{N+2} − E_N)/2 cancels the constant.

When this model chain is cut into long even fragments, the limit 2 − 4/π is the net binding energy lost at the cut, after the electrons in each fragment have settled into its own lowest orbitals. It is not a size-consistency error, because the fragments are coupled by β before the cut.

## From standing waves to the end correction

Take the site energy as zero and β as the unit. The Hamiltonian then has entries 1 between neighbours and 0 elsewhere, and a larger eigenvalue means a lower energy. Number the sites j = 0, ..., N−1, and let standing wave k have the amplitude

ψ(j) = sin((j+1)θ), θ = kπ/(N+1)

For 1 ≤ k ≤ N, the normalised amplitude is √(2/(N+1)) sin((j+1)θ). The Hamiltonian adds the two neighbouring amplitudes:

sin((j+2)θ) + sin(jθ) = 2 cos θ · sin((j+1)θ)

This also holds at the ends, where the missing neighbours would have amplitudes sin 0 = 0 and sin((N+1)θ) = sin(kπ) = 0. The eigenvalue is therefore 2 cos(kπ/(N+1)).

For 1 ≤ k ≤ N we have 0 < θ < π, so ψ(0) = sin θ > 0 and the wave is not zero. The cosine decreases strictly on [0, π], so the N eigenvalues are distinct. They exhaust the spectrum of an N × N matrix, and the N/2 lowest orbitals are those numbered 1 to N/2.

With the summation index starting at zero, the binding energy is

E_N = 2 Σ_{k=0}^{N/2−1} 2 cos((k+1)π/(N+1))

Set x = π/(2N+2) and m = N/2, and call the sum S, so that E_N = 2S. Each term satisfies

sin x · 2 cos((k+1)·2x) = sin((2k+3)x) − sin((2k+1)x)

The sum telescopes to

sin x · S = sin((2m+1)x) − sin x

At half filling (2m+1)x = (N+1)π/(2N+2) = π/2, so the upper sine is 1. Hence S = 1/sin x − 1, which gives the closed form.

For the remainder, write

1/sin x − 1/x = (x − sin x)/(x sin x), 0 < x ≤ π/2

This is positive because sin x < x. For the upper bound, x cos x ≤ sin x and cos x ≥ 1 − x²/2 give

x − sin x ≤ x(1 − cos x) ≤ x³/2

Also sin x ≥ 2x/π ≥ x/2, so x · (x sin x) ≥ x³/2. The difference is therefore at most x. Since 2/x = 4(N+1)/π,

E_N − 4N/π − (4/π − 2) = 2(1/sin x − 1/x)

which lies above 0 and is at most 2x = π/(N+1). Squeezing gives the limit.

For a cut into even lengths A and B, the bulk terms cancel in E_{A+B} − E_A − E_B. One end correction minus two remains, and its limit is −(4/π − 2) = 2 − 4/π.

## The Lean source

```lean
import Mathlib

open Filter Topology Matrix
open scoped Real

namespace HueckelChain

noncomputable section

/-- The Hückel Hamiltonian of an open chain of `N` sites, with the site energy as zero and
the resonance integral as unit: neighbouring sites are coupled by `1`. -/
def hamiltonian (N : ℕ) : Matrix (Fin N) (Fin N) ℝ :=
  Matrix.of fun i j =>
    (if (i : ℕ) + 1 = (j : ℕ) then 1 else 0) + (if (j : ℕ) + 1 = (i : ℕ) then 1 else 0)

/-- The standing wave number `k` on a chain of `N` sites. -/
def orbital (N k : ℕ) : Fin N → ℝ :=
  fun j => Real.sin ((((j : ℕ) : ℝ) + 1) * (k * π / (N + 1)))

/-- The level `2 cos (k π / (N + 1))`, in units of the resonance integral. -/
def level (N k : ℕ) : ℝ := 2 * Real.cos (k * π / (N + 1))

/-- The binding energy of a chain of `N` sites, `N` even, with two electrons in each of the
levels `1, ..., N / 2`, in units of the absolute value of the resonance integral. -/
def bindingEnergy (N : ℕ) : ℝ := 2 * ∑ k ∈ Finset.range (N / 2), level N (k + 1)

/-- Each standing wave solves the Hückel eigenvalue equation of the open chain. -/
theorem hamiltonian_mulVec_orbital (N k : ℕ) :
    hamiltonian N *ᵥ orbital N k = level N k • orbital N k := by
  ext i
  obtain ⟨θ, hθ⟩ : ∃ θ : ℝ, θ = k * π / (N + 1) := ⟨_, rfl⟩
  have hi := i.isLt
  -- the wave vanishes on the site just beyond the right end
  have hN : Real.sin (((N : ℝ) + 1) * θ) = 0 := by
    have h : ((N : ℝ) + 1) * θ = k * π := by
      rw [hθ]
      exact mul_div_cancel₀ _ (by positivity)
    rw [h, Real.sin_nat_mul_pi]
  have right : ∑ j : Fin N, (if (i : ℕ) + 1 = (j : ℕ) then (1 : ℝ) else 0) *
      Real.sin ((((j : ℕ) : ℝ) + 1) * θ) = Real.sin ((((i : ℕ) : ℝ) + 2) * θ) := by
    rw [Fin.sum_univ_eq_sum_range (fun j : ℕ => (if (i : ℕ) + 1 = j then (1 : ℝ) else 0) *
      Real.sin (((j : ℝ) + 1) * θ)) N]
    simp only [ite_mul, one_mul, zero_mul, Finset.sum_ite_eq, Finset.mem_range]
    split_ifs with h
    · congr 1
      push_cast
      ring
    · have h1 : N = (i : ℕ) + 1 := by omega
      have h2 : (N : ℝ) = ((i : ℕ) : ℝ) + 1 := by exact_mod_cast h1
      have e : (((i : ℕ) : ℝ) + 2) * θ = ((N : ℝ) + 1) * θ := by
        linear_combination (-θ) * h2
      rw [e, hN]
  have left : ∑ j : Fin N, (if (j : ℕ) + 1 = (i : ℕ) then (1 : ℝ) else 0) *
      Real.sin ((((j : ℕ) : ℝ) + 1) * θ) = Real.sin (((i : ℕ) : ℝ) * θ) := by
    rw [Fin.sum_univ_eq_sum_range (fun j : ℕ => (if j + 1 = (i : ℕ) then (1 : ℝ) else 0) *
      Real.sin (((j : ℝ) + 1) * θ)) N]
    generalize (i : ℕ) = a at hi ⊢
    rcases a with _ | a
    · simp
    · rw [Finset.sum_eq_single a]
      · simp
      · intro b _ hb
        simp [hb]
      · intro h
        exact absurd (Finset.mem_range.2 (by omega)) h
  have expand : (hamiltonian N *ᵥ orbital N k) i =
      Real.sin ((((i : ℕ) : ℝ) + 2) * θ) + Real.sin (((i : ℕ) : ℝ) * θ) := by
    rw [← right, ← left, ← Finset.sum_add_distrib]
    simp only [Matrix.mulVec, dotProduct]
    refine Finset.sum_congr rfl fun j _ => ?_
    simp only [hamiltonian, orbital, Matrix.of_apply, ← hθ]
    rw [add_mul]
  rw [expand]
  simp only [Pi.smul_apply, smul_eq_mul, level, orbital, ← hθ]
  have e1 : (((i : ℕ) : ℝ) + 2) * θ = (((i : ℕ) : ℝ) + 1) * θ + θ := by ring
  have e2 : ((i : ℕ) : ℝ) * θ = (((i : ℕ) : ℝ) + 1) * θ - θ := by ring
  rw [e1, e2, Real.sin_add, Real.sin_sub]
  ring

/-- The standing waves with `1 ≤ k ≤ N` do not vanish identically. -/
theorem orbital_ne_zero {N k : ℕ} (h1 : 1 ≤ k) (hk : k ≤ N) : orbital N k ≠ 0 := by
  intro h
  have h0 : Real.sin ((((0 : ℕ) : ℝ) + 1) * (k * π / (N + 1))) = 0 :=
    congrFun h ⟨0, by omega⟩
  rw [Nat.cast_zero, zero_add, one_mul] at h0
  have hk0 : (0 : ℝ) < k := by exact_mod_cast h1
  have hkN : (k : ℝ) ≤ N := by exact_mod_cast hk
  have hs : 0 < Real.sin (k * π / (N + 1)) := by
    apply Real.sin_pos_of_pos_of_lt_pi (by positivity)
    rw [div_lt_iff₀ (by positivity)]
    nlinarith [Real.pi_pos]
  exact hs.ne' h0

/-- For `j < k ≤ N` the level `k` is strictly smaller than the level `j`, in units of the
resonance integral. -/
theorem level_lt_level {N j k : ℕ} (hjk : j < k) (hk : k ≤ N) : level N k < level N j := by
  have hkN : (k : ℝ) ≤ N := by exact_mod_cast hk
  have hjk' : (j : ℝ) < k := by exact_mod_cast hjk
  have h : Real.cos (k * π / (N + 1)) < Real.cos (j * π / (N + 1)) := by
    apply Real.cos_lt_cos_of_nonneg_of_le_pi (by positivity)
    · rw [div_le_iff₀ (by positivity)]
      nlinarith [Real.pi_pos]
    · have := Real.pi_pos
      gcongr
  unfold level
  linarith

/-- The sum of twice the cosines of the angles `2 x, 4 x, ..., 2 m x` telescopes after
multiplication by `sin x`. -/
theorem sin_mul_sum_cos (x : ℝ) (m : ℕ) :
    Real.sin x * ∑ k ∈ Finset.range m, 2 * Real.cos (((k : ℝ) + 1) * (2 * x)) =
      Real.sin ((2 * m + 1) * x) - Real.sin x := by
  induction m with
  | zero => simp
  | succ m ih =>
    have e1 : (2 * ((m + 1 : ℕ) : ℝ) + 1) * x = ((m : ℝ) + 1) * (2 * x) + x := by
      push_cast
      ring
    have e2 : (2 * (m : ℝ) + 1) * x = ((m : ℝ) + 1) * (2 * x) - x := by ring
    rw [e2, Real.sin_sub] at ih
    rw [Finset.sum_range_succ, mul_add, ih, e1, Real.sin_add]
    ring

/-- Closed form of the binding energy of a Hückel chain with an even number of sites. -/
theorem bindingEnergy_eq {N : ℕ} (hN : Even N) :
    bindingEnergy N = 2 / Real.sin (π / (2 * N + 2)) - 2 := by
  obtain ⟨m, rfl⟩ := hN
  have hs : 0 < Real.sin (π / (2 * ((m + m : ℕ) : ℝ) + 2)) := by
    apply Real.sin_pos_of_pos_of_lt_pi (by positivity)
    apply div_lt_self Real.pi_pos
    have : (0 : ℝ) ≤ ((m + m : ℕ) : ℝ) := Nat.cast_nonneg _
    linarith
  have h := sin_mul_sum_cos (π / (2 * ((m + m : ℕ) : ℝ) + 2)) m
  -- at half filling the upper sine is taken at a right angle
  have e : (2 * (m : ℝ) + 1) * (π / (2 * ((m + m : ℕ) : ℝ) + 2)) = π / 2 := by
    push_cast
    rw [← mul_div_assoc, div_eq_div_iff (by positivity) (by norm_num)]
    ring
  rw [e, Real.sin_pi_div_two] at h
  have hE : bindingEnergy (m + m) = 2 * ∑ k ∈ Finset.range m,
      2 * Real.cos (((k : ℝ) + 1) * (2 * (π / (2 * ((m + m : ℕ) : ℝ) + 2)))) := by
    unfold bindingEnergy
    rw [show (m + m) / 2 = m by omega]
    congr 1
    refine Finset.sum_congr rfl fun k _ => ?_
    have ha : ((k + 1 : ℕ) : ℝ) * π / (((m + m : ℕ) : ℝ) + 1) =
        ((k : ℝ) + 1) * (2 * (π / (2 * ((m + m : ℕ) : ℝ) + 2))) := by
      push_cast
      rw [← mul_div_assoc, ← mul_div_assoc, div_eq_div_iff (by positivity) (by positivity)]
      ring
    rw [level, ha]
  rw [hE, eq_sub_iff_add_eq, eq_div_iff hs.ne']
  linear_combination 2 * h

/-- For `0 < x ≤ π / 2` the difference `1 / sin x - 1 / x` is positive and at most `x`. -/
theorem inv_sin_sub_inv_bounds {x : ℝ} (hx : 0 < x) (hx' : x ≤ π / 2) :
    0 < 1 / Real.sin x - 1 / x ∧ 1 / Real.sin x - 1 / x ≤ x := by
  have hs : 0 < Real.sin x :=
    Real.sin_pos_of_pos_of_lt_pi hx (by linarith [Real.pi_pos])
  have hlt : Real.sin x < x := Real.sin_lt hx
  have h1 : x * Real.cos x ≤ Real.sin x := by
    rcases hx'.lt_or_eq with h | h
    · have hc : 0 < Real.cos x := Real.cos_pos_of_mem_Ioo ⟨by linarith, h⟩
      have ht := Real.lt_tan hx h
      rw [Real.tan_eq_sin_div_cos, lt_div_iff₀ hc] at ht
      exact ht.le
    · rw [h, Real.cos_pi_div_two, Real.sin_pi_div_two]
      norm_num
  have h2 : 1 - x ^ 2 / 2 ≤ Real.cos x := Real.one_sub_sq_div_two_le_cos
  have h3 : 1 / 2 * x ≤ Real.sin x := by
    have hp : (1 : ℝ) / 2 ≤ 2 / π := by
      rw [div_le_div_iff₀ (by norm_num) Real.pi_pos]
      linarith [Real.pi_le_four]
    exact (mul_le_mul_of_nonneg_right hp hx.le).trans (Real.mul_le_sin hx.le hx')
  rw [div_sub_div _ _ hs.ne' hx.ne']
  constructor
  · exact div_pos (by linarith) (by positivity)
  · rw [div_le_iff₀ (by positivity)]
    nlinarith [mul_le_mul_of_nonneg_left h2 hx.le,
      mul_le_mul_of_nonneg_left h3 (sq_nonneg x)]

/-- For even `N` the binding energy exceeds the bulk term `4 N / π` plus the end correction
`4 / π - 2` by a positive amount of at most `π / (N + 1)`. -/
theorem bindingEnergy_remainder {N : ℕ} (hN : Even N) :
    0 < bindingEnergy N - 4 * N / π - (4 / π - 2) ∧
      bindingEnergy N - 4 * N / π - (4 / π - 2) ≤ π / (N + 1) := by
  have hx' : π / (2 * (N : ℝ) + 2) ≤ π / 2 := by
    apply div_le_div_of_nonneg_left Real.pi_pos.le (by norm_num)
    have : (0 : ℝ) ≤ N := Nat.cast_nonneg _
    linarith
  obtain ⟨h1, h2⟩ := inv_sin_sub_inv_bounds (x := π / (2 * (N : ℝ) + 2)) (by positivity) hx'
  have e : bindingEnergy N - 4 * N / π - (4 / π - 2) =
      2 * (1 / Real.sin (π / (2 * N + 2)) - 1 / (π / (2 * N + 2))) := by
    rw [bindingEnergy_eq hN, one_div_div]
    ring
  have e2 : 2 * (π / (2 * (N : ℝ) + 2)) = π / (N + 1) := by
    rw [← mul_div_assoc, div_eq_div_iff (by positivity) (by positivity)]
    ring
  rw [e, ← e2]
  constructor <;> linarith

/-- Along chains with an even number `N = 2 m` of sites, the binding energy minus the bulk
term `4 N / π` tends to the end correction `4 / π - 2`. -/
theorem tendsto_endCorrection :
    Tendsto (fun m : ℕ => bindingEnergy (2 * m) - 4 * ((2 * m : ℕ) : ℝ) / π) atTop
      (𝓝 (4 / π - 2)) := by
  have hb : Tendsto (fun m : ℕ => π * (1 / ((m : ℝ) + 1))) atTop (𝓝 0) := by
    simpa using (tendsto_one_div_add_atTop_nhds_zero_nat (𝕜 := ℝ)).const_mul π
  have h0 : Tendsto (fun m : ℕ =>
      bindingEnergy (2 * m) - 4 * ((2 * m : ℕ) : ℝ) / π - (4 / π - 2)) atTop (𝓝 0) := by
    refine squeeze_zero (fun m => (bindingEnergy_remainder (even_two_mul m)).1.le)
      (fun m => (bindingEnergy_remainder (even_two_mul m)).2.trans ?_) hb
    rw [mul_one_div]
    apply div_le_div_of_nonneg_left Real.pi_pos.le (by positivity)
    push_cast
    have : (0 : ℝ) ≤ m := Nat.cast_nonneg _
    linarith
  simpa using h0.add_const (4 / π - 2)

/-- Cutting a chain into two fragments with even numbers of sites lowers the total binding
energy by an amount that tends to `2 - 4 / π` when both fragments grow long. -/
theorem tendsto_cutting_energy :
    Tendsto (fun p : ℕ × ℕ => bindingEnergy (2 * (p.1 + p.2)) -
      bindingEnergy (2 * p.1) - bindingEnergy (2 * p.2)) (atTop ×ˢ atTop)
      (𝓝 (2 - 4 / π)) := by
  have hsum : Tendsto (fun p : ℕ × ℕ => p.1 + p.2) (atTop ×ˢ atTop) atTop :=
    tendsto_atTop_mono (fun p => Nat.le_add_right p.1 p.2) tendsto_fst
  -- the bulk terms cancel, and minus one end correction is left over
  have h := ((tendsto_endCorrection.comp hsum).sub
    (tendsto_endCorrection.comp tendsto_fst)).sub (tendsto_endCorrection.comp tendsto_snd)
  convert h using 1
  · funext p
    simp only [Function.comp_apply]
    push_cast
    ring
  · congr 1
    ring

end

end HueckelChain
```

```lean
#print axioms HueckelChain.orbital_ne_zero
#print axioms HueckelChain.level_lt_level
#print axioms HueckelChain.bindingEnergy_remainder
#print axioms HueckelChain.tendsto_cutting_energy
```

```
'HueckelChain.orbital_ne_zero' depends on axioms: [propext, Classical.choice, Quot.sound]
'HueckelChain.level_lt_level' depends on axioms: [propext, Classical.choice, Quot.sound]
'HueckelChain.bindingEnergy_remainder' depends on axioms: [propext, Classical.choice, Quot.sound]
'HueckelChain.tendsto_cutting_energy' depends on axioms: [propext, Classical.choice, Quot.sound]
```

## Statements, proof steps and the limits of the model

**Objects.** `hamiltonian N` is the real N × N matrix in units of β, with sites indexed from 0 by `Fin N`. `orbital N k` is the unnormalised standing wave, and `level N k` is its eigenvalue. `bindingEnergy N` is twice the sum of the first `N / 2` levels, the factor 2 standing for the two spins. The physical energy relative to isolated sites is β times this number.

**Spectrum.** `hamiltonian_mulVec_orbital` is the eigenvalue equation. Its steps `right` and `left` evaluate the two neighbour sums, including the ends, and the addition theorems for the sine finish the calculation. `orbital_ne_zero` looks at site 0, and `level_lt_level` uses the monotonic cosine. Together they justify the choice of levels; that filling them gives the lowest energy of N non-interacting electrons is the usual aufbau argument, which the file leaves to the reader.

**Closed form.** `sin_mul_sum_cos` is the telescoping sum, proved by induction on the number of terms. `bindingEnergy_eq` writes N as m + m, shows in step `e` that the upper angle is π/2, and solves for the energy.

**Remainder and limits.** `inv_sin_sub_inv_bounds` contains the inequalities for the sine, with `nlinarith` combining the bounds on cos x and sin x. `bindingEnergy_remainder` inserts x = π/(2N+2). `tendsto_endCorrection` takes N = 2m with m → ∞ and applies `squeeze_zero`. In `tendsto_cutting_energy` the fragments have 2·`p.1` and 2·`p.2` sites, and both lengths grow without any fixed ratio. The proof takes the previous limit for the whole chain and subtracts its two instances for the fragments.

**The index shift in the sum.** `Finset.range (N / 2)` starts at 0, which is why the summand is `level N (k + 1)`. Writing `level N k` would count level number 0, which has the value 2 and belongs to the zero vector, and omit the highest occupied one; for N = 2 the energy would come out as 4 instead of 2. The eigenvalue equation gives no warning, since the zero vector satisfies it too. `orbital_ne_zero` excludes this case by requiring 1 ≤ k.

**Odd N.** The closed form needs `Even N`. For N = 1, `N / 2` rounds down to 0 and the binding energy is 0, but the formula would give 2√2 − 2 ≈ 0.83. The lower bound on the remainder fails as well: 0 − 4/π − (4/π − 2) = 2 − 8/π is negative.

**Physics left out.** The constant β stands for the coupling between neighbouring p orbitals, and it is postulated to be the same for every bond. Bond alternation, overlap between sites, longer-range coupling and electron repulsion are absent. So are the σ bonds, and 2 − 4/π is therefore not the energy for breaking a carbon–carbon bond. The numbers 4/π and 4/π − 2 belong to this one-parameter model and should not be carried over to a polyene treated with an interacting method. The theorems concern real numbers, so a comparison with program output needs a tolerance for floating-point error.
